# For two independent electrons with hydrogenic O(4) relations, L = l(1) + l(2) and B = a(1) − a(2) obey the same relations

Take two electrons, numbered 0 and 1, with Cartesian components numbered 0, 1, 2. Electron $n$ has an orbital angular momentum $l^{(n)}$ and a scaled Runge-Lenz vector $a^{(n)}$, with $[a^{(n)}_0,a^{(n)}_1]=i\,l^{(n)}_2$ in units where $\hbar=1$. Operators of different electrons commute. For $B=a^{(0)}-a^{(1)}$ the cross terms vanish, and

$$[B_0,B_1]=[a^{(0)}_0,a^{(0)}_1]+(-1)^2[a^{(1)}_0,a^{(1)}_1]=i\,(l^{(0)}_2+l^{(1)}_2)=i\,L_2 .$$

The minus sign enters squared, so the commutator gives the total angular momentum $L=l^{(0)}+l^{(1)}$. The title and the comments in the code count the electrons from one: there $l(1),a(1)$ stand for `l 0`, `a 0`, and $l(2),a(2)$ for `l 1`, `a 1`.

```lean
import Mathlib

open Complex (I)
open scoped TensorProduct

namespace DoublyExcitedO4

noncomputable section
```

## One electron in a hydrogenic shell

The symbol $\varepsilon_{ijk}$ is $1$ for cyclic orders of $0,1,2$, $-1$ for anticyclic orders, and $0$ otherwise.

```lean
/-- The Levi-Civita symbol on three Cartesian indices, counted cyclically. -/
def eps (i j k : Fin 3) : ℤ :=
  if j = i + 1 ∧ k = i + 2 then 1 else if j = i + 2 ∧ k = i + 1 then -1 else 0
```

The one-electron relations are

$$[l_i,l_j]=i\sum_k\varepsilon_{ijk}l_k,\quad [l_i,a_j]=i\sum_k\varepsilon_{ijk}a_k,\quad [a_i,a_j]=i\sum_k\varepsilon_{ijk}l_k .$$

The last one reflects the Coulomb potential: it holds within a bound shell of energy $E<0$ once the Runge-Lenz vector is divided by $\sqrt{-2E}$ in atomic units. Here all three are assumed, not derived from a Hamiltonian. Operators are elements of a complex algebra `A`, and `IsO4 l a` collects the relations without requiring Hermiticity.

```lean
variable {A : Type*} [Ring A] [Algebra ℂ A]

/-- The commutation relations of an angular momentum `l` and a scaled Runge-Lenz vector `a`
in a hydrogenic shell. -/
structure IsO4 (l a : Fin 3 → A) : Prop where
  ll : ∀ i j, l i * l j - l j * l i = ∑ k, (I * (eps i j k : ℂ)) • l k
  la : ∀ i j, l i * a j - a j * l i = ∑ k, (I * (eps i j k : ℂ)) • a k
  aa : ∀ i j, a i * a j - a j * a i = ∑ k, (I * (eps i j k : ℂ)) • l k
```

Independence means that the operators of electrons $n\neq m$ commute. The case of $a^{(n)}$ with $l^{(m)}$ follows from the second clause by exchanging $n$ and $m$.

```lean
/-- Operators belonging to different electrons commute. -/
def Independent {ι : Type*} (l a : ι → Fin 3 → A) : Prop :=
  ∀ n m, n ≠ m → ∀ i j,
    Commute (l n i) (l m j) ∧ Commute (l n i) (a m j) ∧ Commute (a n i) (a m j)
```

For any finite set of electrons, a one-electron vector operator $v$ with complex weights $c_n$ gives $\sum_n c_n v^{(n)}_i$.

```lean
/-- The sum over electrons of a one-electron vector operator `v`, with weights `c`. -/
def collective {ι : Type*} [Fintype ι] (c : ι → ℂ) (v : ι → Fin 3 → A) (i : Fin 3) : A :=
  ∑ n, c n • v n i
```

## Only same-electron terms survive

Expanding both products gives

$$\Big[\sum_n x_n,\sum_m y_m\Big]=\sum_{n,m}[x_n,y_m]=\sum_n[x_n,y_n],$$

because $[x_n,y_m]=0$ for $n\ne m$. The proof turns on `Finset.sum_eq_single`, which collapses the inner sum over $m$ to its term at $m=n$. It asks for two things: that every other term is zero, which is the commutation hypothesis, and that the term at $n$ is zero should $n$ be missing from the index set. The second is vacuous, since the sum runs over all electrons.

```lean
omit [Algebra ℂ A] in
/-- If operators of different electrons commute, the commutator of two sums over electrons
is the sum of the one-electron commutators. -/
theorem commutator_sum {ι : Type*} [Fintype ι] (x y : ι → A)
    (h : ∀ n m, n ≠ m → Commute (x n) (y m)) :
    (∑ n, x n) * (∑ n, y n) - (∑ n, y n) * (∑ n, x n) = ∑ n, (x n * y n - y n * x n) := by
  have h2 : (∑ n, y n) * (∑ n, x n) = ∑ n, ∑ m, y m * x n := by
    rw [Finset.sum_mul_sum]
    exact Finset.sum_comm
  rw [Finset.sum_mul_sum, h2, ← Finset.sum_sub_distrib]
  refine Finset.sum_congr rfl fun n _ => ?_
  rw [← Finset.sum_sub_distrib]
  -- only the term with both operators on the same electron survives
  exact Finset.sum_eq_single n (fun m _ hm => sub_eq_zero.2 (h n m hm.symm).eq) (by simp)
```

With weights $c_n,d_n$ and one-electron relations $[x_i,y_j]=i\sum_k\varepsilon_{ijk}z_k$, this becomes

$$\Big[\sum_n c_nx^{(n)}_i,\sum_m d_my^{(m)}_j\Big]=\sum_n c_nd_n[x^{(n)}_i,y^{(n)}_j]=i\sum_k\varepsilon_{ijk}\sum_n c_nd_n\,z^{(n)}_k .$$

The Lean proof pulls out the scalars, inserts the one-electron relation `hz`, and exchanges the sums over $n$ and $k$.

```lean
/-- If operators of different electrons commute, one-electron relations `[x_i, y_j] = i ε_ijk z_k`
pass to weighted sums over electrons, with the weights multiplied. -/
theorem commutator_collective {ι : Type*} [Fintype ι] (c d : ι → ℂ) (x y z : ι → Fin 3 → A)
    (i j : Fin 3) (h : ∀ n m, n ≠ m → Commute (x n i) (y m j))
    (hz : ∀ n, x n i * y n j - y n j * x n i = ∑ k, (I * (eps i j k : ℂ)) • z n k) :
    collective c x i * collective d y j - collective d y j * collective c x i
      = ∑ k, (I * (eps i j k : ℂ)) • collective (fun n => c n * d n) z k := by
  unfold collective
  rw [commutator_sum (fun n => c n • x n i) (fun n => d n • y n j)
    (fun n m hnm => ((h n m hnm).smul_left _).smul_right _)]
  simp_rw [Finset.smul_sum]
  rw [Finset.sum_comm]
  refine Finset.sum_congr rfl fun n _ => ?_
  rw [smul_mul_smul_comm, smul_mul_smul_comm, mul_comm (d n) (c n), ← smul_sub, hz n,
    Finset.smul_sum]
  refine Finset.sum_congr rfl fun k _ => ?_
  rw [smul_smul, smul_smul, mul_comm]
```

## Which weights close the relations

Let $L=\sum_n l^{(n)}$ and $B=\sum_n c_na^{(n)}$. The weight products are $1$ in $[L_i,L_j]$, $c_n$ in $[L_i,B_j]$ and $c_n^2$ in $[B_i,B_j]$. The first two commutators give $L$ and $B$ for any weights; the third gives $L$ if every $c_n^2=1$.

```lean
/-- For any number of independent electrons, `L = ∑ l(n)` and `B = ∑ c_n a(n)` with all
`c_n² = 1` obey the one-electron relations. -/
theorem collective_isO4 {ι : Type*} [Fintype ι] {l a : ι → Fin 3 → A}
    (h : ∀ n, IsO4 (l n) (a n)) (hind : Independent l a) (c : ι → ℂ) (hc : ∀ n, c n ^ 2 = 1) :
    IsO4 (collective (fun _ => 1) l) (collective c a) where
  ll i j := by
    simpa only [one_mul] using commutator_collective (fun _ => 1) (fun _ => 1) l l l i j
      (fun n m hnm => (hind n m hnm i j).1) (fun n => (h n).ll i j)
  la i j := by
    simpa only [one_mul] using commutator_collective (fun _ => 1) c l a a i j
      (fun n m hnm => (hind n m hnm i j).2.1) (fun n => (h n).la i j)
  aa i j := by
    simpa only [← pow_two, hc] using commutator_collective c c a a l i j
      (fun n m hnm => (hind n m hnm i j).2.2) (fun n => (h n).aa i j)
```

Conversely, suppose the relations close. Comparing the two expressions for $[B_0,B_1]$ gives

$$i\sum_n c_n^2\,l^{(n)}_2=i\sum_n l^{(n)}_2,\qquad\text{hence}\qquad \sum_n(c_n^2-1)\,l^{(n)}_2=0 .$$

If the $l^{(n)}_2$ are linearly independent, each coefficient vanishes. In the code, `h1` is the comparison, `h3` the vanishing sum, and `h4` the vanishing coefficient.

```lean
/-- For independent electrons that each obey the one-electron relations, and whose angular momenta
have linearly independent third components, `L = ∑ l(n)` and `B = ∑ c_n a(n)` obey the one-electron
relations exactly when all `c_n² = 1`. -/
theorem collective_isO4_iff {ι : Type*} [Fintype ι] {l a : ι → Fin 3 → A}
    (h : ∀ n, IsO4 (l n) (a n)) (hind : Independent l a)
    (hli : LinearIndependent ℂ (fun n => l n 2)) (c : ι → ℂ) :
    IsO4 (collective (fun _ => 1) l) (collective c a) ↔ ∀ n, c n ^ 2 = 1 := by
  refine ⟨fun H => ?_, collective_isO4 h hind c⟩
  have e0 : eps 0 1 0 = 0 := by decide
  have e1 : eps 0 1 1 = 0 := by decide
  have e2 : eps 0 1 2 = 1 := by decide
  have hs : ∀ v : Fin 3 → A, ∑ k, (I * (eps 0 1 k : ℂ)) • v k = I • v 2 := by
    intro v
    simp [Fin.sum_univ_three, e0, e1, e2]
  -- compare the two expressions for the commutator of the first two components of B
  have h1 := (commutator_collective c c a a l 0 1
    (fun n m hnm => (hind n m hnm 0 1).2.2) (fun n => (h n).aa 0 1)).symm.trans (H.aa 0 1)
  rw [hs, hs] at h1
  have h2 := congrArg (fun x => (-I) • x) h1
  simp only [smul_smul, neg_mul, Complex.I_mul_I, neg_neg, one_smul] at h2
  have h3 : ∑ n, (c n * c n - 1) • l n 2 = 0 := by
    simp only [sub_smul, Finset.sum_sub_distrib]
    exact sub_eq_zero.2 h2
  intro n
  have h4 := Fintype.linearIndependent_iff.1 hli _ h3 n
  linear_combination h4
```

Thus $a^{(0)}+a^{(1)}$ closes as well as $a^{(0)}-a^{(1)}$. The commutators do not choose between them; that takes information about the electron repulsion.

## Two commuting combinations

For weights $1,-1$ closure is the case just treated. Antisymmetry of $\varepsilon$ gives the remaining commutator:

$$[B_i,L_j]=-[L_j,B_i]=-i\sum_k\varepsilon_{jik}B_k=i\sum_k\varepsilon_{ijk}B_k .$$

Therefore

$$[L_i+B_i,\,L_j-B_j]=[L_i,L_j]-[L_i,B_j]+[B_i,L_j]-[B_i,B_j]=i\sum_k\varepsilon_{ijk}(L_k-B_k+B_k-L_k)=0,$$

and the factors $\tfrac12$ change nothing. In the proof `hsw` is the antisymmetry, `noncomm_ring` checks the expansion without reordering products, and `abel` does the cancellation.

```lean
/-- For two independent electrons, `L = l(1) + l(2)` and `B = a(1) - a(2)` obey the
one-electron relations, and every component of `(L + B)/2` commutes with every component
of `(L - B)/2`. -/
theorem two_electron_O4 {l a : Fin 2 → Fin 3 → A}
    (h : ∀ n, IsO4 (l n) (a n)) (hind : Independent l a) :
    IsO4 (l 0 + l 1) (a 0 - a 1) ∧
    ∀ i j, Commute ((1 / 2 : ℂ) • ((l 0 + l 1) i + (a 0 - a 1) i))
      ((1 / 2 : ℂ) • ((l 0 + l 1) j - (a 0 - a 1) j)) := by
  have H : IsO4 (l 0 + l 1) (a 0 - a 1) := by
    have h0 := collective_isO4 h hind ![1, -1] (by intro n; fin_cases n <;> simp)
    have e1 : collective (fun _ => 1) l = l 0 + l 1 := by
      funext i; simp [collective, Fin.sum_univ_two]
    have e2 : collective ![1, -1] a = a 0 - a 1 := by
      funext i; simp [collective, Fin.sum_univ_two, sub_eq_add_neg]
    rwa [e1, e2] at h0
  refine ⟨H, fun i j => Commute.smul_left (Commute.smul_right ?_ _) _⟩
  generalize l 0 + l 1 = L at H ⊢
  generalize a 0 - a 1 = B at H ⊢
  have hsw : ∀ i j k, eps j i k = -eps i j k := by decide
  have h3 : L j * B i - B i * L j = -∑ k, (I * (eps i j k : ℂ)) • B k := by
    rw [H.la j i, ← Finset.sum_neg_distrib]
    refine Finset.sum_congr rfl fun k _ => ?_
    rw [hsw i j k, Int.cast_neg, mul_neg, neg_smul]
  -- the four commutators cancel in pairs
  have h4 : (L i + B i) * (L j - B j) - (L j - B j) * (L i + B i)
      = (L i * L j - L j * L i) - (L i * B j - B j * L i)
        - (L j * B i - B i * L j) - (B i * B j - B j * B i) := by noncomm_ring
  rw [H.ll, H.la i j, h3, H.aa] at h4
  exact sub_eq_zero.1 (h4.trans (by abel))
```

Classically the Runge-Lenz vector lies in the orbital plane, and the quantum operators likewise satisfy $l\cdot a=0$. Taking this as a hypothesis for each electron,

$$L\cdot B=l^{(0)}\!\cdot a^{(0)}-l^{(0)}\!\cdot a^{(1)}+l^{(1)}\!\cdot a^{(0)}-l^{(1)}\!\cdot a^{(1)}=l^{(1)}\!\cdot a^{(0)}-l^{(0)}\!\cdot a^{(1)} .$$

```lean
omit [Algebra ℂ A] in
/-- If `l·a = 0` for each of two electrons, then `L = l(1) + l(2)` and `B = a(1) - a(2)` satisfy
`L·B = l(2)·a(1) - l(1)·a(2)`. -/
theorem L_dot_B {l a : Fin 2 → Fin 3 → A} (h : ∀ n, ∑ i, l n i * a n i = 0) :
    ∑ i, (l 0 + l 1) i * (a 0 - a 1) i = ∑ i, l 1 i * a 0 i - ∑ i, l 0 i * a 1 i := by
  simp only [Pi.add_apply, Pi.sub_apply, add_mul, mul_sub, Finset.sum_add_distrib,
    Finset.sum_sub_distrib, h]
  abel
```

## Two electrons in the n = 2 shell

The orbitals $s,p_x,p_y,p_z$ of the shell with principal quantum number 2 provide a concrete example. Each matrix is $i$ times an integer matrix; for instance $l_2\,p_x=i\,p_y$.

```lean
/-- Integer parts of the angular momentum matrices on the orbitals s, p_x, p_y, p_z. -/
def intL : Fin 3 → Matrix (Fin 4) (Fin 4) ℤ :=
  ![!![0, 0, 0, 0; 0, 0, 0, 0; 0, 0, 0, -1; 0, 0, 1, 0],
    !![0, 0, 0, 0; 0, 0, 0, 1; 0, 0, 0, 0; 0, -1, 0, 0],
    !![0, 0, 0, 0; 0, 0, -1, 0; 0, 1, 0, 0; 0, 0, 0, 0]]
```

The vector $a$ connects $s$ with the $p$ orbitals: $a_i\,s=i\,p_i$ and $a_i\,p_j=-i\,\delta_{ij}\,s$. This fixes a phase convention: the $p$ orbitals are the usual real ones, while $s$ is the usual real orbital multiplied by $i$ or $-i$, depending on the signs chosen for the real orbitals and for $a$. With all four orbitals real, the matrices of $a$ would be real.

```lean
/-- Integer parts of the matrices of `a`, which mix s with p_x, p_y, p_z. -/
def intA : Fin 3 → Matrix (Fin 4) (Fin 4) ℤ :=
  ![!![0, -1, 0, 0; 1, 0, 0, 0; 0, 0, 0, 0; 0, 0, 0, 0],
    !![0, 0, -1, 0; 0, 0, 0, 0; 1, 0, 0, 0; 0, 0, 0, 0],
    !![0, 0, 0, -1; 0, 0, 0, 0; 0, 0, 0, 0; 1, 0, 0, 0]]

/-- The imaginary unit times a triple of integer matrices. -/
def imag (M : Fin 3 → Matrix (Fin 4) (Fin 4) ℤ) (i : Fin 3) : Matrix (Fin 4) (Fin 4) ℂ :=
  Matrix.of fun p q => I * (M i p q : ℂ)
```

On the product space the two electrons carry $v_i\otimes1$ and $1\otimes v_i$.

```lean
/-- A one-electron vector operator acting on the first or on the second electron. -/
def onElectron (v : Fin 3 → Matrix (Fin 4) (Fin 4) ℂ) :
    Fin 2 → Fin 3 → Matrix (Fin 4) (Fin 4) ℂ ⊗[ℂ] Matrix (Fin 4) (Fin 4) ℂ :=
  ![fun i => v i ⊗ₜ[ℂ] 1, fun i => 1 ⊗ₜ[ℂ] v i]
```

If integer matrices satisfy $[M_i,N_j]=\sum_k\varepsilon_{ijk}X_k$, then

$$[iM_i,iN_j]=-\sum_k\varepsilon_{ijk}X_k=i\sum_k\varepsilon_{ijk}(iX_k).$$

```lean
/-- Relations between integer matrices carry over to the matrices multiplied by `i`. -/
theorem imag_commutator (M N X : Fin 3 → Matrix (Fin 4) (Fin 4) ℤ) (i j : Fin 3)
    (h : ∀ p q, ∑ r, M i p r * N j r q - ∑ r, N j p r * M i r q
      = ∑ k, eps i j k * X k p q) :
    imag M i * imag N j - imag N j * imag M i = ∑ k, (I * (eps i j k : ℂ)) • imag X k := by
  ext p q
  have h' : ∑ r, (M i p r : ℂ) * (N j r q : ℂ) - ∑ r, (N j p r : ℂ) * (M i r q : ℂ)
      = ∑ k, (eps i j k : ℂ) * (X k p q : ℂ) := by exact_mod_cast h p q
  have e : ∀ x y : ℂ, I * x * (I * y) = -(x * y) := by
    intro x y
    linear_combination (x * y) * Complex.I_mul_I
  simp only [Matrix.sub_apply, Matrix.mul_apply, Matrix.sum_apply, Matrix.smul_apply, imag,
    Matrix.of_apply, smul_eq_mul, e, Finset.sum_neg_distrib]
  linear_combination -h'
```

The integer identities are finite and are settled by `decide +kernel`. The maps $x\mapsto x\otimes1$ and $x\mapsto1\otimes x$ preserve the relations, and $(x\otimes1)(1\otimes y)=x\otimes y=(1\otimes y)(x\otimes1)$ gives independence. The space is the full orbital product, without spin or antisymmetrisation.

```lean
/-- Two electrons, each with one s and three p orbitals, satisfy the one-electron relations
and the independence condition. -/
theorem two_electron_O4_witness :
    (∀ n, IsO4 (onElectron (imag intL) n) (onElectron (imag intA) n)) ∧
      Independent (onElectron (imag intL)) (onElectron (imag intA)) := by
  have h : IsO4 (imag intL) (imag intA) :=
    ⟨fun i j => imag_commutator _ _ _ i j (by revert i j; decide +kernel),
     fun i j => imag_commutator _ _ _ i j (by revert i j; decide +kernel),
     fun i j => imag_commutator _ _ _ i j (by revert i j; decide +kernel)⟩
  -- an algebra homomorphism preserves the relations
  have hmap : ∀ f : Matrix (Fin 4) (Fin 4) ℂ →ₐ[ℂ]
      (Matrix (Fin 4) (Fin 4) ℂ ⊗[ℂ] Matrix (Fin 4) (Fin 4) ℂ),
      IsO4 (fun i => f (imag intL i)) (fun i => f (imag intA i)) := fun f =>
    ⟨fun i j => by simpa only [map_sub, map_mul, map_sum, map_smul] using congrArg f (h.ll i j),
     fun i j => by simpa only [map_sub, map_mul, map_sum, map_smul] using congrArg f (h.la i j),
     fun i j => by simpa only [map_sub, map_mul, map_sum, map_smul] using congrArg f (h.aa i j)⟩
  have key : ∀ x y : Matrix (Fin 4) (Fin 4) ℂ, Commute (x ⊗ₜ[ℂ] (1 : Matrix (Fin 4) (Fin 4) ℂ))
      ((1 : Matrix (Fin 4) (Fin 4) ℂ) ⊗ₜ[ℂ] y) := by
    intro x y
    simp [Commute, SemiconjBy, Algebra.TensorProduct.tmul_mul_tmul]
  refine ⟨Fin.forall_fin_two.2 ⟨hmap Algebra.TensorProduct.includeLeft,
    hmap Algebra.TensorProduct.includeRight⟩, fun n m hnm i j => ?_⟩
  fin_cases n <;> fin_cases m
  · exact absurd rfl hnm
  · exact ⟨key _ _, key _ _, key _ _⟩
  · exact ⟨(key _ _).symm, (key _ _).symm, (key _ _).symm⟩
  · exact absurd rfl hnm

end

end DoublyExcitedO4
```

```lean
#print axioms DoublyExcitedO4.collective_isO4_iff
-- 'DoublyExcitedO4.collective_isO4_iff' depends on axioms: [propext, Classical.choice, Quot.sound]
#print axioms DoublyExcitedO4.two_electron_O4
-- 'DoublyExcitedO4.two_electron_O4' depends on axioms: [propext, Classical.choice, Quot.sound]
#print axioms DoublyExcitedO4.L_dot_B
-- 'DoublyExcitedO4.L_dot_B' depends on axioms: [propext, Classical.choice, Quot.sound]
```

## Configuration mixing from B²

For doubly excited states, the algebra supplies configuration mixtures within fixed hydrogenic shells, before electron repulsion is included. Exchanging the electrons reverses $B$ but leaves $B^2=\sum_iB_i^2$ unchanged, so a calculation in states of definite exchange symmetry can diagonalise $B^2$.

For $L=0$ in the $n=2$ shell, the normalised basis is $|ss\rangle$ and $|pp\rangle=\tfrac1{\sqrt3}\sum_i|p_ip_i\rangle$. The matrices above give, by hand,

$$B^2=\begin{pmatrix}6&2\sqrt3\\2\sqrt3&2\end{pmatrix},$$

with eigenvalues $8$ and $0$. The corresponding mixtures are $\tfrac{\sqrt3}{2}|ss\rangle+\tfrac12|pp\rangle$ and $\tfrac12|ss\rangle-\tfrac{\sqrt3}{2}|pp\rangle$. These signs belong to the phase convention above, in which $s$ carries a factor $\pm i$. For the usual real $s$ orbital $|ss\rangle$ changes sign, so the off-diagonal elements become $-2\sqrt3$ and the mixtures for $8$ and $0$ become $\tfrac{\sqrt3}{2}|ss\rangle-\tfrac12|pp\rangle$ and $\tfrac12|ss\rangle+\tfrac{\sqrt3}{2}|pp\rangle$. How well they approximate actual atomic states depends on the repulsion, which the commutation relations do not contain.
